# A row of m consecutive lattice sites with a positive interaction cut at R ≥ m − 1 keeps its isolated energy for all charges exactly when its period exceeds R + m − 1

We compare energies, and we keep the self-terms: each energy is half a double sum over sites, diagonal included, with a kernel that is finite at zero separation. A charge therefore also interacts with any of its own periodic images that lie within the cutoff.

Real charges q_i occupy the sites i = 0, …, m−1 with m ≥ 1, and the cluster repeats with period N ≥ 1. The kernel v is positive at every integer separation, so two like charges have a positive interaction energy at every distance. It need not be even. Let v_R(x) be v(x) for |x| ≤ R and zero otherwise, with R ≥ m−1, and define

W(x) = Σ_n v_R(x + nN), n over all integers,

E_iso = ½ Σ_ij q_i q_j v(i−j),

E_per = ½ Σ_ij q_i q_j W(i−j).

The claim is that E_per = E_iso for every choice of charges if and only if N > R + m − 1.

The same geometric question, how large the cell must be, arises when GW calculations for molecules truncate the Coulomb interaction. The model here has only static point charges on a one-dimensional lattice, without screening.

## Which images lie within range

A term of W(x) can be nonzero only if |x + nN| ≤ R. Then |n| ≤ |n|N ≤ R + |x|, so the sum is finite.

Suppose N > R + m − 1. Separations within the cluster satisfy |x| ≤ m−1 ≤ R, so the term n = 0 is v(x). For n ≠ 0,

|x + nN| ≥ N − |x| ≥ N − (m−1) > R,

and the term vanishes. Hence W(x) = v(x), and the energies agree.

Suppose instead N ≤ R + m − 1. Take the first site a = 0 and the last site b = m−1, with separation x = −(m−1). Its neighbouring image lies at x + N, and

−R < 1 − (m−1) ≤ x + N ≤ R,

so W(x) ≥ v(x) + v(x+N) > v(x). At every other separation in the cluster W ≥ v. If all charges are positive, E_per > E_iso.

In this equivalence the hypothesis R ≥ m−1 cannot be weakened to R ≥ m−2. For m = 2, R = 0, N = 2 the inequality N > R + m − 1 holds, but W(±1) = 0. With unit charges, E_per = v(0), while E_iso = v(0) + ½[v(1) + v(−1)].

## Kernel, charges and energies in Lean

```lean
import Mathlib

open Finset

namespace CoulombTruncation

noncomputable section
```

The kernel is a function `v : ℤ → ℝ`, and `cut v R` is v_R.

```lean
/-- The interaction kernel `v`, cut to zero beyond the distance `R`. -/
def cut (v : ℤ → ℝ) (R : ℕ) (x : ℤ) : ℝ := if |x| ≤ (R : ℤ) then v x else 0
```

W is `imageSum`, an infinite sum over cell indices.

```lean
/-- The truncated kernel at separation `x`, summed over all periodic images with period `N ≥ 1`. -/
def imageSum (v : ℤ → ℝ) (R N : ℕ) (x : ℤ) : ℝ := ∑' n : ℤ, cut v R (x + n * N)
```

Sites are elements of `Fin m`; their separation is a signed integer.

```lean
/-- The signed separation of two sites of the cluster `0, ..., m-1`. -/
def sep {m : ℕ} (i j : Fin m) : ℤ := ((i : ℕ) : ℤ) - ((j : ℕ) : ℤ)
```

The isolated energy uses the full kernel, the periodic one the truncated image sum.

```lean
/-- Interaction energy of the isolated cluster with charges `q` and the full kernel `v`. -/
def isolatedEnergy {m : ℕ} (v : ℤ → ℝ) (q : Fin m → ℝ) : ℝ :=
  1 / 2 * ∑ i, ∑ j, q i * q j * v (sep i j)

/-- Interaction energy per cell of the cluster repeated with period `N ≥ 1`, with the kernel
truncated at `R`. -/
def periodicEnergy {m : ℕ} (v : ℤ → ℝ) (R N : ℕ) (q : Fin m → ℝ) : ℝ :=
  1 / 2 * ∑ i, ∑ j, q i * q j * imageSum v R N (sep i j)
```

A neutral pair of opposite charges will be needed at the end.

```lean
/-- A unit charge on site `a` and the opposite charge on site `b`. -/
def dipole {m : ℕ} (a b : Fin m) (i : Fin m) : ℝ :=
  (if i = a then 1 else 0) - (if i = b then 1 else 0)
```

## The image sum at one separation

Lean assigns the value 0 to a divergent infinite sum, so convergence is proved separately, by the bound on |n| above.

```lean
/-- For a period `N ≥ 1` the sum of the truncated kernel over all images converges. -/
theorem summable_images (v : ℤ → ℝ) (R : ℕ) {N : ℕ} (hN : 1 ≤ N) (x : ℤ) :
    Summable fun n : ℤ => cut v R (x + n * N) := by
  have h : ∀ n ∉ Finset.Icc (-((R : ℤ) + |x|)) ((R : ℤ) + |x|),
      cut v R (x + n * N) = 0 := by
    intro n hn
    rw [cut, if_neg]
    intro hc
    apply hn
    -- an image within range has a bounded cell index
    have a := abs_le.1 hc
    have h1 : |n * (N : ℤ)| ≤ R + |x| :=
      abs_le.2 ⟨by linarith [le_abs_self x], by linarith [neg_abs_le x]⟩
    have hN' : (1 : ℤ) ≤ |(N : ℤ)| := le_trans (by exact_mod_cast hN) (le_abs_self _)
    have h2 : |n| ≤ |n * (N : ℤ)| := by
      rw [abs_mul]
      exact le_mul_of_one_le_right (abs_nonneg n) hN'
    exact Finset.mem_Icc.2 (abs_le.1 (h2.trans h1))
  exact (hasSum_sum_of_ne_finset_zero h).summable
```

For the exact case, `tsum_eq_single` keeps n = 0. The cases n < 0 and n > 0 replace the estimate with absolute values.

```lean
/-- If the separation `x` is within the cutoff and `R + |x| < N`, the image sum is
the bare interaction `v x`. -/
theorem imageSum_eq (v : ℤ → ℝ) {R N : ℕ} {x : ℤ} (hx : |x| ≤ (R : ℤ))
    (hN : (R : ℤ) + |x| < N) : imageSum v R N x = v x := by
  unfold imageSum
  rw [tsum_eq_single (0 : ℤ)]
  · rw [cut, zero_mul, add_zero, if_pos hx]
  · intro n hn
    rw [cut, if_neg]
    intro hc
    have a := abs_le.1 hc
    have hN0 : (0 : ℤ) ≤ N := Int.natCast_nonneg N
    -- every other image lies at least one period away
    rcases lt_or_gt_of_ne hn with h | h
    · have h' : n + 1 ≤ 0 := by omega
      have : (n + 1) * (N : ℤ) ≤ 0 := mul_nonpos_of_nonpos_of_nonneg h' hN0
      linarith [le_abs_self x]
    · have h' : 0 ≤ n - 1 := by omega
      have : 0 ≤ (n - 1) * (N : ℤ) := mul_nonneg h' hN0
      linarith [neg_abs_le x]
```

For the lower bound, all terms are nonnegative, so the terms n = 0 and n = 1 together cannot exceed the whole sum.

```lean
/-- For a positive kernel and `N ≥ 1`, the image sum at a separation within the cutoff is at least
the bare interaction, and it exceeds it if the next image is also within the cutoff. -/
theorem le_imageSum {v : ℤ → ℝ} (hv : ∀ x, 0 < v x) {R N : ℕ} (hN : 1 ≤ N) {x : ℤ}
    (hx : |x| ≤ (R : ℤ)) :
    v x ≤ imageSum v R N x ∧ (|x + N| ≤ (R : ℤ) → v x < imageSum v R N x) := by
  have hpos : ∀ y, 0 ≤ cut v R y := by
    intro y
    unfold cut
    split_ifs
    · exact (hv y).le
    · exact le_rfl
  have hs := summable_images v R hN x
  -- keep the home cell and its right neighbour
  have h := hs.sum_le_tsum ({0, 1} : Finset ℤ) (fun n _ => hpos (x + n * N))
  rw [Finset.sum_pair (by norm_num : (0 : ℤ) ≠ 1), zero_mul, add_zero, one_mul] at h
  have h0 : cut v R x = v x := if_pos hx
  rw [h0] at h
  change v x + cut v R (x + N) ≤ imageSum v R N x at h
  refine ⟨by linarith [hpos (x + N)], fun h1 => ?_⟩
  have h2 : cut v R (x + N) = v (x + N) := if_pos h1
  linarith [hv (x + N)]
```

The next two lemmas bound the separations and apply the strict inequality to the end sites.

```lean
/-- Two sites of a cluster of `m` sites are at most `m - 1` apart. -/
theorem abs_sep_le {m : ℕ} (i j : Fin m) : |sep i j| ≤ (m : ℤ) - 1 := by
  have hi := i.isLt
  have hj := j.isLt
  unfold sep
  exact abs_le.2 ⟨by omega, by omega⟩

/-- For a positive kernel, `N ≥ 1` and `m - 1 ≤ R`, a period `N ≤ R + m - 1` makes the image sum
between the first site `a` and the last site `b` larger than their bare interaction. -/
theorem ends_lt {v : ℤ → ℝ} (hv : ∀ x, 0 < v x) {m R N : ℕ} (hN : 1 ≤ N)
    (hR : (m : ℤ) - 1 ≤ R) (hNR : (N : ℤ) ≤ R + m - 1) {a b : Fin m}
    (ha : (a : ℕ) = 0) (hb : (b : ℕ) + 1 = m) :
    v (sep a b) < imageSum v R N (sep a b) := by
  refine (le_imageSum hv hN ((abs_sep_le a b).trans hR)).2 ?_
  unfold sep
  exact abs_le.2 ⟨by omega, by omega⟩
```

## From separations to energies

With positive charges, every term of the periodic double sum is at least its isolated partner, and the term (a, b) is strictly larger. The two uses of `Finset.sum_lt_sum` carry this through the inner and outer sums.

```lean
/-- For a positive kernel, `m, N ≥ 1` and `m - 1 ≤ R`, a period `N ≤ R + m - 1` gives every cluster
of positive charges a periodic energy above its isolated energy. -/
theorem isolated_lt_periodic {v : ℤ → ℝ} (hv : ∀ x, 0 < v x) {m R N : ℕ} (hm : 1 ≤ m)
    (hN : 1 ≤ N) (hR : (m : ℤ) - 1 ≤ R) (hNR : (N : ℤ) ≤ R + m - 1)
    {q : Fin m → ℝ} (hq : ∀ i, 0 < q i) :
    isolatedEnergy v q < periodicEnergy v R N q := by
  obtain ⟨a, ha⟩ : ∃ a : Fin m, (a : ℕ) = 0 := ⟨⟨0, hm⟩, rfl⟩
  obtain ⟨b, hb⟩ : ∃ b : Fin m, (b : ℕ) + 1 = m :=
    ⟨⟨m - 1, by omega⟩, Nat.sub_add_cancel hm⟩
  have hle : ∀ i j : Fin m,
      q i * q j * v (sep i j) ≤ q i * q j * imageSum v R N (sep i j) := fun i j =>
    mul_le_mul_of_nonneg_left (le_imageSum hv hN ((abs_sep_le i j).trans hR)).1
      (mul_pos (hq i) (hq j)).le
  have hlt : ∑ i, ∑ j, q i * q j * v (sep i j)
      < ∑ i, ∑ j, q i * q j * imageSum v R N (sep i j) :=
    Finset.sum_lt_sum (fun i _ => Finset.sum_le_sum fun j _ => hle i j)
      ⟨a, Finset.mem_univ a, Finset.sum_lt_sum (fun j _ => hle a j)
        ⟨b, Finset.mem_univ b, mul_lt_mul_of_pos_left (ends_lt hv hN hR hNR ha hb)
          (mul_pos (hq a) (hq b))⟩⟩
  unfold isolatedEnergy periodicEnergy
  linarith
```

In the equivalence, unit charges give the forward direction by contradiction; the reverse replaces each image sum by v. The condition `(m : ℤ) - 1 ≤ R` is R ≥ m−1, written in integers.

```lean
/-- For a positive kernel, `m, N ≥ 1` and a cutoff `R ≥ m - 1`, the periodic energy equals the
isolated energy for every charge distribution if and only if `N > R + m - 1`. -/
theorem periodic_eq_isolated_iff {v : ℤ → ℝ} (hv : ∀ x, 0 < v x) {m R N : ℕ} (hm : 1 ≤ m)
    (hN : 1 ≤ N) (hR : (m : ℤ) - 1 ≤ R) :
    (∀ q : Fin m → ℝ, periodicEnergy v R N q = isolatedEnergy v q) ↔
      (N : ℤ) > R + m - 1 := by
  constructor
  · intro h
    by_contra hc
    -- equal unit charges reveal the spurious images
    have hlt := isolated_lt_periodic hv hm hN hR (not_lt.1 hc)
      (q := fun _ => 1) (fun _ => one_pos)
    exact hlt.ne (h _).symm
  · intro h q
    have he : ∀ i j : Fin m, imageSum v R N (sep i j) = v (sep i j) := fun i j =>
      imageSum_eq v ((abs_sep_le i j).trans hR) (by linarith [abs_sep_le i j])
    simp only [periodicEnergy, isolatedEnergy, he]
```

If the cutoff equals the cluster's diameter, then m = R + 1 and the condition becomes N ≥ 2R + 1: the cell must hold at least 2m − 1 sites, which for large m is about twice the length of the cluster.

```lean
/-- For a positive kernel and a cutoff equal to the distance `R` between the end sites of the
cluster, periodic and isolated energies agree for all charges if and only if `N ≥ 2R + 1`,
where `N ≥ 1`. -/
theorem minimal_cutoff_iff {v : ℤ → ℝ} (hv : ∀ x, 0 < v x) {R N : ℕ} (hN : 1 ≤ N) :
    (∀ q : Fin (R + 1) → ℝ, periodicEnergy v R N q = isolatedEnergy v q) ↔
      2 * R + 1 ≤ N := by
  rw [periodic_eq_isolated_iff hv (by omega) hN (by push_cast; linarith)]
  push_cast
  omega
```

## A neutral dipole still sees its images

For periods with R < N ≤ R + m − 1, restricting to neutral charges does not restore the agreement. (For N ≤ R it can: if v is constant and N = 1, then W is constant too, and both energies vanish for neutral charges.) Put charge +1 on a and −1 on b, and let R < N ≤ R + m − 1, which forces m ≥ 2. Since N > R, W(0) = v(0), and with d = m−1

E_per − E_iso = −½[W(−d) − v(−d) + W(d) − v(d)] < 0.

The first difference is positive and the second is nonnegative. In the proof, `expand` reduces the double sum to four terms, `self` handles the diagonal, and `h1` and `h2` supply the two differences.

```lean
/-- For a positive kernel, `m - 1 ≤ R` and `R < N ≤ R + m - 1`, a neutral unit dipole between the
first site `a` and the last site `b` has a periodic energy below its isolated energy. -/
theorem dipole_periodic_lt {v : ℤ → ℝ} (hv : ∀ x, 0 < v x) {m R N : ℕ}
    (hR : (m : ℤ) - 1 ≤ R) (hRN : R < N) (hNR : (N : ℤ) ≤ R + m - 1) {a b : Fin m}
    (ha : (a : ℕ) = 0) (hb : (b : ℕ) + 1 = m) :
    periodicEnergy v R N (dipole a b) < isolatedEnergy v (dipole a b) := by
  have hN : 1 ≤ N := by omega
  have key : ∀ f : Fin m → ℝ, ∑ i, dipole a b i * f i = f a - f b := by
    intro f
    simp [dipole, sub_mul, Finset.sum_sub_distrib]
  have expand : ∀ G : Fin m → Fin m → ℝ,
      ∑ i, ∑ j, dipole a b i * dipole a b j * G i j
        = (G a a - G a b) - (G b a - G b b) := by
    intro G
    simp_rw [mul_assoc, ← Finset.mul_sum, key]
  -- a charge does not see its own images, since `R < N`
  have self : ∀ i : Fin m, imageSum v R N (sep i i) = v (sep i i) := by
    intro i
    have h0 : sep i i = 0 := sub_self _
    rw [h0]
    exact imageSum_eq v (by simp) (by simpa using hRN)
  have h1 := ends_lt hv hN hR hNR ha hb
  have h2 := (le_imageSum hv hN ((abs_sep_le b a).trans hR)).1
  unfold periodicEnergy isolatedEnergy
  rw [expand (fun i j => imageSum v R N (sep i j)), expand (fun i j => v (sep i j))]
  simp only [self]
  linarith

end

end CoulombTruncation
```

```lean
#print axioms CoulombTruncation.isolated_lt_periodic
#print axioms CoulombTruncation.minimal_cutoff_iff
#print axioms CoulombTruncation.dipole_periodic_lt
```

```
'CoulombTruncation.isolated_lt_periodic' depends on axioms: [propext, Classical.choice, Quot.sound]
'CoulombTruncation.minimal_cutoff_iff' depends on axioms: [propext, Classical.choice, Quot.sound]
'CoulombTruncation.dipole_periodic_lt' depends on axioms: [propext, Classical.choice, Quot.sound]
```
